# In the constant-capacitance model, Coulomb diamonds of distinct electron numbers are disjoint and the bias in each has supremum $e/C$

Take a metallic island coupled by capacitances $C_g$, $C_s$, $C_d$ to a gate at voltage $V_g$, a source and a drain. Ground both source and drain. With no excess electrons the island sits at the potential $\varphi_0=C_gV_g/C$, where $C=C_g+C_s+C_d$ and $e>0$ is the elementary charge. One excess electron lowers this to $\varphi_1=\varphi_0-e/C$.

Call a charge state blocked when its potential lies strictly within $e/(2C)$ of ground. As shown below, this is exactly when adding an electron from a grounded lead and removing one to it both cost energy. The state with no excess electrons is then blocked for $|V_g|<e/(2C_g)$, and the state with one for $e/(2C_g)<V_g<3e/(2C_g)$. The two intervals share only an endpoint, which belongs to neither, because one electron shifts the potential by the full width of the allowed window.

Now raise the source to a voltage $V$. A charge state now counts as blocked when the island's potential is strictly within $e/(2C)$ of that of both leads, so the leads must be less than $e/C$ apart. Conversely, at any such bias the gate can be tuned to put the island midway between the leads, which blocks the state. The bias limit $e/C$ is therefore a supremum and not merely an upper bound.

## The device and its potential

```lean
import Mathlib

namespace CoulombBlockade

noncomputable section
```

The first line loads the mathematical library Mathlib. The namespace puts a common prefix on the names that follow.

```lean
/-- A single-electron transistor: the elementary charge and the gate, source and drain
capacitances of its island, all positive. -/
structure Transistor where
  e : ℝ
  Cg : ℝ
  Cs : ℝ
  Cd : ℝ
  e_pos : 0 < e
  Cg_pos : 0 < Cg
  Cs_pos : 0 < Cs
  Cd_pos : 0 < Cd
```

A `Transistor` is a package of four real numbers together with proofs that they are positive. Whoever supplies a device supplies these proofs, so no later theorem has to repeat the assumptions. The capacitances are constants: they depend neither on the voltages nor on the charge.

```lean
namespace Transistor

variable (d : Transistor)

/-- The total capacitance of the island. -/
def Ctot : ℝ := d.Cg + d.Cs + d.Cd
```

From here on, `d` is an arbitrary device, and `d.Ctot` is $C$.

```lean
/-- The potential of the island with `n` excess electrons, at gate voltage `Vg` and source
voltage `V`, with the drain grounded. -/
def phi (Vg V : ℝ) (n : ℤ) : ℝ := (d.Cg * Vg + d.Cs * V - n * d.e) / d.Ctot
```

This is
$$\varphi_n=\frac{C_gV_g+C_sV-ne}{C}.$$
The drain is at zero potential. The number $n$ is an integer, possibly negative, and counts excess electrons, so the island carries the charge $-ne$.

## What a tunnel event costs

```lean
/-- The electrostatic energy stored in the three capacitors. -/
def fieldEnergy (Vg V : ℝ) (n : ℤ) : ℝ :=
  (d.Cg * (Vg - d.phi Vg V n) ^ 2 + d.Cs * (V - d.phi Vg V n) ^ 2
    + d.Cd * (d.phi Vg V n) ^ 2) / 2
```

The stored energy is $\tfrac12\sum_i C_i(V_i-\varphi_n)^2$, where $i$ runs over gate, source and drain and $V_i$ is $V_g$, $V$ and $0$ respectively.

```lean
/-- The work done by the gate and source voltages in recharging their capacitor plates when
the island goes from `n` to `m` excess electrons. -/
def plateWork (Vg V : ℝ) (n m : ℤ) : ℝ :=
  Vg * (d.Cg * (Vg - d.phi Vg V m) - d.Cg * (Vg - d.phi Vg V n))
    + V * (d.Cs * (V - d.phi Vg V m) - d.Cs * (V - d.phi Vg V n))
```

When the electron number changes from $n$ to $m$, the island potential jumps and charge flows onto the outer capacitor plates. The plate at voltage $V_i$ gains $C_i(\varphi_n-\varphi_m)$, and the voltage supply connected to it does the work $V_i$ times that. The grounded drain contributes nothing.

```lean
/-- The energy cost of going from `n` to `m` excess electrons through a lead at potential `U`:
the change of stored energy, minus the work on the plates, minus the work
`-(m - n) e U` done by the lead in supplying the electrons. -/
def tunnelCost (Vg V U : ℝ) (n m : ℤ) : ℝ :=
  d.fieldEnergy Vg V m - d.fieldEnergy Vg V n - d.plateWork Vg V n m
    - (-((m - n : ℝ) * d.e) * U)
```

The electrons themselves come from a lead at potential $U$, which is $0$ for the drain and $V$ for the source. That lead supplies the charge $-(m-n)e$ and does the work $-(m-n)eU$. The cost is the change of stored energy minus all work done by the voltage supplies.

Leaving out the work on the plates spoils the derivation. The stored energy alone changes by $(m^2-n^2)e^2/(2C)$, from which the gate voltage has disappeared, so the gate could not control anything.

## The diamond as a set of voltages

```lean
/-- The Coulomb diamond `n`: the pairs (gate voltage, source voltage) for which the island
potential differs from that of each lead by less than `e / (2C)`. -/
def diamond (n : ℤ) : Set (ℝ × ℝ) :=
  {p | |d.phi p.1 p.2 n| < d.e / (2 * d.Ctot) ∧
    |d.phi p.1 p.2 n - p.2| < d.e / (2 * d.Ctot)}
```

Diamond $n$ is a set of pairs `p`, with `p.1` the gate voltage and `p.2` the source voltage. The conditions are $|\varphi_n|<e/(2C)$ and $|\varphi_n-V|<e/(2C)$. Both inequalities are strict, so the edges are excluded.

```lean
/-- The total capacitance is positive. -/
theorem Ctot_pos : 0 < d.Ctot :=
  add_pos (add_pos d.Cg_pos d.Cs_pos) d.Cd_pos
```

A theorem consists of a name, a statement after the colon and a proof after `:=`. This one says $C>0$, as a sum of positive numbers.

## Why the formula for the potential is right

```lean
/-- The island potential is the only one at which the charges on the island's capacitor
plates add up to `-n e`. -/
theorem eq_phi_iff_charge_balance (Vg V x : ℝ) (n : ℤ) :
    x = d.phi Vg V n ↔
      d.Cg * (x - Vg) + d.Cs * (x - V) + d.Cd * x = -(n * d.e) := by
  rw [phi, eq_div_iff d.Ctot_pos.ne', Ctot]
  constructor <;> intro h <;> linear_combination h
```

The statement reads: a number $x$ equals $\varphi_n$ if and only if
$$C_g(x-V_g)+C_s(x-V)+C_dx=-ne.$$
The left side is the charge on the island's capacitor plates. Collecting terms gives $Cx=C_gV_g+C_sV-ne$, and dividing by $C\neq0$ gives the formula. In the proof, `eq_div_iff` clears the denominator and `linear_combination h` checks that the two equations differ only by rearrangement.

## The cost in closed form

```lean
/-- The cost of a change of the electron number is the work against the potential difference
between island and lead, plus a charging energy quadratic in the number transferred. -/
theorem tunnelCost_eq (Vg V U : ℝ) (n m : ℤ) :
    d.tunnelCost Vg V U n m =
      (m - n : ℝ) * d.e * (U - d.phi Vg V n)
        + (m - n : ℝ) ^ 2 * (d.e ^ 2 / (2 * d.Ctot)) := by
  have h1 : d.phi Vg V m = d.phi Vg V n - (m - n : ℝ) * (d.e / d.Ctot) := by
    unfold phi
    ring
  have h2 : (d.Cg + d.Cs + d.Cd) * (d.e / d.Ctot) = d.e := by
    change d.Ctot * (d.e / d.Ctot) = d.e
    have := d.Ctot_pos.ne'
    field_simp
  have h3 : d.e ^ 2 / (2 * d.Ctot) = d.e * (d.e / d.Ctot) / 2 := by ring
  simp only [tunnelCost, fieldEnergy, plateWork]
  rw [h1, h3]
  linear_combination (-(m - n : ℝ) * d.phi Vg V n
    + (m - n : ℝ) ^ 2 * (d.e / d.Ctot) / 2) * h2
```

Write $k=m-n$ and $\delta=e/C$. Then $\varphi_m=\varphi_n-k\delta$, which is `h1`. The stored energy changes by
$$\sum_i C_i\left[k\delta(V_i-\varphi_n)+\tfrac12k^2\delta^2\right],$$
and the work on the plates is $\sum_i C_iV_ik\delta$. In the difference the terms with $V_i$ cancel, leaving $C\left(-k\delta\varphi_n+\tfrac12k^2\delta^2\right)$. Since $C\delta=e$, which is `h2`, adding the lead's term $keU$ gives
$$\text{cost}=ke(U-\varphi_n)+k^2\frac{e^2}{2C}.$$
The last line of the proof tells Lean which multiple of `h2` turns one side into the other.

```lean
/-- The island potential is within `e / (2C)` of a lead's potential exactly when adding an
electron from that lead and removing one to it both cost energy. -/
theorem lead_blocked_iff (Vg V U : ℝ) (n : ℤ) :
    |d.phi Vg V n - U| < d.e / (2 * d.Ctot) ↔
      0 < d.tunnelCost Vg V U n (n + 1) ∧ 0 < d.tunnelCost Vg V U n (n - 1) := by
  have hp : d.tunnelCost Vg V U n (n + 1) =
      d.e * (d.e / (2 * d.Ctot) - (d.phi Vg V n - U)) := by
    rw [tunnelCost_eq]
    push_cast
    ring
  have hm : d.tunnelCost Vg V U n (n - 1) =
      d.e * (d.e / (2 * d.Ctot) + (d.phi Vg V n - U)) := by
    rw [tunnelCost_eq]
    push_cast
    ring
  rw [hp, hm, mul_pos_iff_of_pos_left d.e_pos, mul_pos_iff_of_pos_left d.e_pos, abs_lt]
  constructor <;> rintro ⟨h1, h2⟩ <;> constructor <;> linarith
```

For one electron onto the island, $k=1$, and for one off it, $k=-1$. The costs are
$$e\left[\frac{e}{2C}-(\varphi_n-U)\right]\quad\text{and}\quad e\left[\frac{e}{2C}+(\varphi_n-U)\right].$$
Since $e>0$, both are positive exactly when $|\varphi_n-U|<e/(2C)$. The facts `hp` and `hm` are these two formulas, and `linarith` settles the remaining linear inequalities.

```lean
/-- Diamond `n` is the region of voltages where all four single-electron events, onto and off
the island through the drain and through the source, cost energy. -/
theorem mem_diamond_iff_blocked (Vg V : ℝ) (n : ℤ) :
    (Vg, V) ∈ d.diamond n ↔
      (0 < d.tunnelCost Vg V 0 n (n + 1) ∧ 0 < d.tunnelCost Vg V 0 n (n - 1)) ∧
      (0 < d.tunnelCost Vg V V n (n + 1) ∧ 0 < d.tunnelCost Vg V V n (n - 1)) := by
  have h0 := d.lead_blocked_iff Vg V 0 n
  rw [sub_zero] at h0
  exact and_congr h0 (d.lead_blocked_iff Vg V V n)
```

Using the previous theorem with $U=0$ and with $U=V$ shows that diamond $n$ is exactly the region where all four single-electron events cost energy. Reading this as the absence of current takes further physics: low temperature, and transport by one electron at a time. Tunnelling rates, cotunnelling and the island's discrete quantum levels do not enter the model.

## Which bias voltages occur

```lean
/-- The source voltages that occur in a diamond fill the open interval from `-e/C` to `e/C`. -/
theorem bias_range (n : ℤ) :
    Prod.snd '' d.diamond n = Set.Ioo (-(d.e / d.Ctot)) (d.e / d.Ctot) := by
  have half : d.e / (2 * d.Ctot) = d.e / d.Ctot / 2 := by ring
  ext V
  constructor
  · rintro ⟨⟨Vg, W⟩, ⟨h1, h2⟩, rfl⟩
    have a := abs_lt.mp (show |d.phi Vg W n| < d.e / (2 * d.Ctot) from h1)
    have b := abs_lt.mp (show |d.phi Vg W n - W| < d.e / (2 * d.Ctot) from h2)
    rw [half] at a b
    change -(d.e / d.Ctot) < W ∧ W < d.e / d.Ctot
    constructor <;> linarith [a.1, a.2, b.1, b.2]
  · rintro ⟨h1, h2⟩
    -- tune the gate so that the island sits midway between the leads
    obtain ⟨Vg, hg⟩ : ∃ Vg, d.Cg * Vg = d.Ctot * V / 2 - d.Cs * V + n * d.e := by
      refine ⟨(d.Ctot * V / 2 - d.Cs * V + n * d.e) / d.Cg, ?_⟩
      have := d.Cg_pos.ne'
      field_simp
    have hφ : d.phi Vg V n = V / 2 := by
      rw [phi, hg, div_eq_iff d.Ctot_pos.ne']
      ring
    refine ⟨(Vg, V), ⟨?_, ?_⟩, rfl⟩
    · change |d.phi Vg V n| < _
      rw [hφ, half, abs_lt]
      constructor <;> linarith
    · change |d.phi Vg V n - V| < _
      rw [hφ, half, abs_lt]
      constructor <;> linarith
```

The notation `Prod.snd '' d.diamond n` means the set of all second components of points in the diamond, that is, all its source voltages. The theorem says that they form the open interval $(-e/C,\,e/C)$.

In one direction, $V=\varphi_n-(\varphi_n-V)$, so
$$|V|\le|\varphi_n|+|\varphi_n-V|<\frac{e}{2C}+\frac{e}{2C}=\frac eC.$$
Lean unpacks the absolute values with `abs_lt` and adds the inequalities.

In the other direction, let $|V|<e/C$ and choose
$$V_g=\frac{CV/2-C_sV+ne}{C_g}.$$
Then $\varphi_n=V/2$: the island sits midway between the leads, at distance $|V|/2<e/(2C)$ from each. This choice is possible because $C_g>0$.

## Disjointness and the supremum

```lean
/-- Coulomb diamonds of distinct electron numbers are disjoint, and in each diamond the least
upper bound of the absolute source voltage is `e/C`. -/
theorem coulomb_diamonds :
    (∀ n m : ℤ, n ≠ m → Disjoint (d.diamond n) (d.diamond m)) ∧
    ∀ n : ℤ, IsLUB ((fun p : ℝ × ℝ => |p.2|) '' d.diamond n) (d.e / d.Ctot) := by
  have hE : 0 < d.e / d.Ctot := div_pos d.e_pos d.Ctot_pos
  constructor
  · intro n m hnm
    refine Set.disjoint_left.mpr ?_
    rintro ⟨Vg, V⟩ ⟨h1, _⟩ ⟨h2, _⟩
    have a := abs_lt.mp (show |d.phi Vg V n| < d.e / (2 * d.Ctot) from h1)
    have b := abs_lt.mp (show |d.phi Vg V m| < d.e / (2 * d.Ctot) from h2)
    have half : d.e / (2 * d.Ctot) = d.e / d.Ctot / 2 := by ring
    rw [half] at a b
    -- one electron more lowers the potential by e/C
    have gap : d.phi Vg V n - d.phi Vg V m = (m - n : ℝ) * (d.e / d.Ctot) := by
      unfold phi
      ring
    rcases lt_or_gt_of_ne hnm with h | h
    · have hr : (n : ℝ) + 1 ≤ m := by exact_mod_cast h
      have := mul_nonneg (sub_nonneg.mpr hr) hE.le
      nlinarith [a.1, a.2, b.1, b.2]
    · have hr : (m : ℝ) + 1 ≤ n := by exact_mod_cast h
      have := mul_nonneg (sub_nonneg.mpr hr) hE.le
      nlinarith [a.1, a.2, b.1, b.2]
  · intro n
    constructor
    · rintro _ ⟨p, hp, rfl⟩
      have h : p.2 ∈ Prod.snd '' d.diamond n := ⟨p, hp, rfl⟩
      rw [bias_range] at h
      exact (abs_lt.mpr h).le
    · intro b hb
      have key : ∀ V ∈ Set.Ioo (-(d.e / d.Ctot)) (d.e / d.Ctot), |V| ≤ b := by
        intro V hV
        rw [← d.bias_range n] at hV
        obtain ⟨p, hp, rfl⟩ := hV
        exact hb ⟨p, hp, rfl⟩
      have hb0 : 0 ≤ b := (abs_nonneg 0).trans (key 0 ⟨by linarith, hE⟩)
      by_contra hlt
      have hlt' : b < d.e / d.Ctot := lt_of_not_ge hlt
      -- a bias halfway between b and e/C still lies in the diamond
      have h := key ((b + d.e / d.Ctot) / 2) ⟨by linarith, by linarith⟩
      linarith [le_abs_self ((b + d.e / d.Ctot) / 2)]
```

The theorem has two parts, joined by `∧`. The first says that for integers $n\neq m$ no pair of voltages lies in both diamonds. Suppose that one did. Then $\varphi_n$ and $\varphi_m$ would both lie in the open interval from $-e/(2C)$ to $e/(2C)$ and would differ by less than $e/C$. But
$$\varphi_n-\varphi_m=(m-n)\frac eC,$$
and distinct integers differ by at least one, so the potentials differ by at least $e/C$. This is a contradiction. The proof records the identity as `gap` and treats $n<m$ and $n>m$ separately. Only the condition at the drain is used.

The second part says that $e/C$ is the least upper bound (`IsLUB`) of the values $|V|$ in each diamond. It is an upper bound by `bias_range`. Let $b$ be any other upper bound. The value $V=0$ occurs, so $b\ge0$. If $b$ were smaller than $e/C$, the bias $(b+e/C)/2$ would still occur in the diamond and would exceed $b$, which is impossible. The supremum is not a maximum, since $|V|=e/C$ itself never occurs.

The supremum is taken over all gate voltages. At a fixed gate voltage the bias may leave the diamond earlier.

## The period in the gate voltage

```lean
/-- Raising the gate voltage by `e/Cg` carries diamond `n` onto diamond `n + 1`. -/
theorem gate_period (Vg V : ℝ) (n : ℤ) :
    (Vg + d.e / d.Cg, V) ∈ d.diamond (n + 1) ↔ (Vg, V) ∈ d.diamond n := by
  have hg : d.Cg * (d.e / d.Cg) = d.e := by
    have := d.Cg_pos.ne'
    field_simp
  have h : d.phi (Vg + d.e / d.Cg) V (n + 1) = d.phi Vg V n := by
    unfold phi
    push_cast
    congr 1
    linear_combination hg
  simp only [diamond, Set.mem_ofPred_eq, h]

end Transistor

end

end CoulombBlockade
```

Raising $V_g$ by $e/C_g$ adds $e$ to $C_gV_g$, which compensates the charge of one more electron. Hence $\varphi_{n+1}$ at the new gate voltage equals $\varphi_n$ at the old one, and both diamond conditions carry over unchanged.

For a single-electron transistor described by constant capacitances and a classical charging energy, the height $e/C$ of the diamonds in a stability diagram, measured from zero bias to the tip, therefore gives $C$, and their spacing $e/C_g$ along the gate axis gives $C_g$.

## A device with $C=4$

Choose units with $e=1$ and let $C_g=1$, $C_s=2$, $C_d=1$. Then $C=4$, the window half-width is $e/(2C)=1/8$, and the bias limit is $e/C=1/4$.

At $V_g=0$ and $V=1/5$ the potential is $\varphi_0=(0+2/5)/4=1/10$. Its distance from each lead is $1/10<1/8$, so the point lies in diamond $0$. The four costs are:

| Event | Cost |
|---|---|
| from the drain onto the island | $1/8-1/10=1/40$ |
| from the island to the drain | $1/8+1/10=9/40$ |
| from the source onto the island | $1/8+1/10=9/40$ |
| from the island to the source | $1/8-1/10=1/40$ |

At the same bias, diamond $0$ requires $3/40<\varphi_0<1/8$, that is, $-1/10<V_g<1/10$. Diamond $1$ occupies the same interval shifted by $e/C_g=1$, namely $9/10<V_g<11/10$. For gate voltages between the two, no charge state is blocked. At $V=3/10$, above the limit of $1/4$, no gate voltage blocks any charge state.

```lean
#print axioms CoulombBlockade.Transistor.eq_phi_iff_charge_balance
#print axioms CoulombBlockade.Transistor.mem_diamond_iff_blocked
#print axioms CoulombBlockade.Transistor.coulomb_diamonds
#print axioms CoulombBlockade.Transistor.gate_period
```

```
'CoulombBlockade.Transistor.eq_phi_iff_charge_balance' depends on axioms: [propext, Classical.choice, Quot.sound]
'CoulombBlockade.Transistor.mem_diamond_iff_blocked' depends on axioms: [propext, Classical.choice, Quot.sound]
'CoulombBlockade.Transistor.coulomb_diamonds' depends on axioms: [propext, Classical.choice, Quot.sound]
'CoulombBlockade.Transistor.gate_period' depends on axioms: [propext, Classical.choice, Quot.sound]
```
